# The lattice Ward–Takahashi identity for charged fermions in a fixed background field

Let $D$ be an invertible complex matrix on a finite set of sites, $G$ its inverse and $P_z$ the projector onto site $z$. Rotating the phase at $z$ turns $D$ into $e^{isP_z}De^{-isP_z}$, with $s$ real, and the derivative of this matrix at $s=0$ is called $J_z$. Then

$$\det\!\left(e^{isP_z}De^{-isP_z}\right)=\det D,\qquad \operatorname{tr}(GJ_z)=0,$$
$$(GJ_zG)(x,y)=i(\delta_{zy}-\delta_{zx})\,G(x,y).$$

The physical question is what charge conservation implies for a fermion travelling from $y$ to $x$ when the divergence of the current is inserted at $z$. The answer is that the insertion contributes only where $z$ meets one end of the path. These are the contact terms.

For fermion fields with weight $e^{-\bar\psi D\psi}$, the partition function is $\det D$ and the propagator is $\langle\psi_x\bar\psi_y\rangle=G(x,y)$. The background gauge field sits in the hopping amplitudes $D(x,y)$ and is held fixed. Full lattice QED also averages over that field, and this average is not carried out here.

Two letters need care: $D$ is the lattice operator, not a photon propagator or a covariant derivative, and $J_z$ is the divergence of the current vertex at $z$, not the current itself.

## Sites and phase rotations

The sites form a finite type `n`, and operators are matrices of type `Matrix n n ℂ`, with one field component per site. Neither hermiticity nor short range is assumed.

In Lean 4 with Mathlib:

```lean
import Mathlib

open Matrix

namespace LatticeWardTakahashi

noncomputable section

variable {n : Type*} [Fintype n] [DecidableEq n]
```

A gauge function assigns a real number $\alpha_x$ to each site. For a rotation at $z$ alone it is $\alpha_x=\delta_{xz}$, and its diagonal matrix is $P_z$.

```lean
/-- The gauge function equal to one at site `z` and zero elsewhere; its diagonal matrix is the
site projector `P_z`. -/
def site (z : n) : n → ℝ := Pi.single z 1
```

For general $\alpha$, let $A=\operatorname{diag}(\alpha_x)$. The rotation is the matrix exponential $e^{isA}$.

```lean
/-- The local phase rotation `exp(i s A)`, with `A` the diagonal matrix of the real gauge
function `α`. -/
def phase (α : n → ℝ) (s : ℝ) : Matrix n n ℂ :=
  NormedSpace.exp ((Complex.I * (s : ℂ)) • Matrix.diagonal (fun x => (α x : ℂ)))
```

The background field responds to the change of gauge by $D\mapsto D_s=e^{isA}De^{-isA}$. The inverse rotation is written as the rotation with parameter $-s$.

```lean
/-- The gauge-rotated lattice operator `exp(i s A) D exp(-i s A)`. -/
def rotated (D : Matrix n n ℂ) (α : n → ℝ) (s : ℝ) : Matrix n n ℂ :=
  phase α s * D * phase α (-s)
```

The vertex is the first-order response, taken entry by entry:
$$J(x,y)=\left.\frac{d}{ds}D_s(x,y)\right|_{s=0}.$$

```lean
/-- The vertex `J`: the entrywise derivative at `s = 0` of the gauge-rotated operator. -/
def vertex (D : Matrix n n ℂ) (α : n → ℝ) : Matrix n n ℂ :=
  Matrix.of fun x y => deriv (fun s : ℝ => rotated D α s x y) 0
```

The current on a link between different sites $a$ and $b$ is found by giving $D(a,b)$ a phase $e^{i\theta}$ and $D(b,a)$ the opposite phase. With $E_{ab}$ the matrix whose only non-zero entry is a one at $(a,b)$, the derivative at $\theta=0$ is
$$K_{ab}=i\left(D(a,b)E_{ab}-D(b,a)E_{ba}\right).$$
The same formula gives $K_{aa}=0$.

```lean
/-- The vertex of the link between sites `a` and `b`, built from the two hopping amplitudes
`D a b` and `D b a` with opposite signs. -/
def linkVertex (D : Matrix n n ℂ) (a b : n) : Matrix n n ℂ :=
  Complex.I • (Matrix.single a b (D a b) - Matrix.single b a (D b a))
```

## Amplitudes acquire phase differences

Powers of a diagonal matrix are taken entry by entry, so the exponential series gives $e^{isA}=\operatorname{diag}(e^{is\alpha_x})$. Mathlib's `Matrix.exp_diagonal` supplies this step.

```lean
/-- The phase rotation is diagonal, with the phase `exp(i s α x)` at site `x`. -/
theorem phase_eq (α : n → ℝ) (s : ℝ) :
    phase α s = Matrix.diagonal (fun x => Complex.exp (Complex.I * (s : ℂ) * (α x : ℂ))) := by
  unfold phase
  rw [← Matrix.diagonal_smul, Matrix.exp_diagonal]
  congr 1
  funext x
  rw [Pi.exp_def, Complex.exp_eq_exp_ℂ]
  rfl
```

Multiplying by a diagonal matrix on the left scales rows, and on the right scales columns. Hence
$$D_s(x,y)=e^{is\alpha_x}D(x,y)e^{-is\alpha_y}=e^{is(\alpha_x-\alpha_y)}D(x,y).$$
The proof brings the two exponentials together and adds their exponents.

```lean
/-- Under a gauge rotation the amplitude between `x` and `y` acquires the phase difference
of the two sites. -/
theorem rotated_apply (D : Matrix n n ℂ) (α : n → ℝ) (s : ℝ) (x y : n) :
    rotated D α s x y =
      Complex.exp (Complex.I * (s : ℂ) * ((α x : ℂ) - (α y : ℂ))) * D x y := by
  rw [rotated, phase_eq, phase_eq, Matrix.mul_diagonal, Matrix.diagonal_mul, mul_right_comm,
    ← Complex.exp_add]
  congr 2
  push_cast
  ring
```

## The determinant stays constant

Since $e^{isA}e^{-isA}=1$, the product rule for determinants gives
$$\det D_s=\det(e^{isA})\det(D)\det(e^{-isA})=\det(e^{isA}e^{-isA})\det D=\det D.$$
The auxiliary statement `h` is $e^{isA}e^{-isA}=1$, checked on the diagonal. Invertibility of $D$ plays no part.

```lean
/-- The determinant of the lattice operator is unchanged by every local phase rotation. -/
theorem det_rotated (D : Matrix n n ℂ) (α : n → ℝ) (s : ℝ) :
    (rotated D α s).det = D.det := by
  -- the two phase matrices are inverse to each other
  have h : phase α s * phase α (-s) = 1 := by
    rw [phase_eq, phase_eq, Matrix.diagonal_mul_diagonal, ← Matrix.diagonal_one]
    congr 1
    funext x
    rw [← Complex.exp_add]
    simp
  rw [rotated, Matrix.det_mul, Matrix.det_mul, mul_right_comm, ← Matrix.det_mul, h,
    Matrix.det_one, one_mul]
```

## The vertex is a commutator

Differentiating the phase factor by the chain rule gives
$$\left.\frac{d}{ds}e^{is(\alpha_x-\alpha_y)}D(x,y)\right|_{s=0}=i(\alpha_x-\alpha_y)D(x,y).$$
In the proof, `h1` differentiates the inclusion of the real parameter into the complex numbers, `h2` applies the chain rule, and `h3` inserts the formula for the rotated amplitude.

```lean
/-- Each entry of the rotated operator is differentiable at `s = 0`, with derivative
`i (α x - α y) D x y`. -/
theorem hasDerivAt_rotated (D : Matrix n n ℂ) (α : n → ℝ) (x y : n) :
    HasDerivAt (fun s : ℝ => rotated D α s x y)
      (Complex.I * ((α x : ℂ) - (α y : ℂ)) * D x y) 0 := by
  have h1 : HasDerivAt (fun s : ℝ => (s : ℂ)) 1 0 := by
    simpa using (hasDerivAt_id (0 : ℝ)).ofReal_comp
  have h2 := (((h1.const_mul Complex.I).mul_const
    ((α x : ℂ) - (α y : ℂ))).cexp).mul_const (D x y)
  have h3 : (fun s : ℝ => rotated D α s x y) = fun s : ℝ =>
      Complex.exp (Complex.I * (s : ℂ) * ((α x : ℂ) - (α y : ℂ))) * D x y :=
    funext fun s => rotated_apply D α s x y
  rw [h3]
  exact h2.congr_deriv (by simp)
```

The entries of $AD$ and $DA$ are $\alpha_xD(x,y)$ and $D(x,y)\alpha_y$, so the derivative is
$$J=i(AD-DA)=i[A,D].$$
For a non-interacting tight-binding Hamiltonian $H$ on finitely many sites, take $D=E-H$ with $E$ not an eigenvalue. Then $J_z=i[H,P_z]$, the rate of change of the occupation of site $z$ in units with $\hbar=1$, and $G$ is the Green function at energy $E$.

```lean
/-- The vertex is `i` times the commutator of the gauge function with the lattice operator. -/
theorem vertex_eq_commutator (D : Matrix n n ℂ) (α : n → ℝ) :
    vertex D α = Complex.I • (Matrix.diagonal (fun x => (α x : ℂ)) * D
      - D * Matrix.diagonal (fun x => (α x : ℂ))) := by
  ext x y
  have h : vertex D α x y = Complex.I * ((α x : ℂ) - (α y : ℂ)) * D x y :=
    (hasDerivAt_rotated D α x y).deriv
  rw [h, Matrix.smul_apply, Matrix.sub_apply, Matrix.diagonal_mul, Matrix.mul_diagonal,
    smul_eq_mul]
  ring
```

## The closed loop vanishes

The propagator enters through $DG=1$, the hypothesis `hG`. For finite square matrices this also gives $GD=1$. Cyclicity of the trace then yields
$$\operatorname{tr}(GJ)=i\left[\operatorname{tr}(GAD)-\operatorname{tr}(GDA)\right]
=i\left[\operatorname{tr}(DGA)-\operatorname{tr}(GDA)\right]=i\left[\operatorname{tr}A-\operatorname{tr}A\right]=0.$$
The cyclic step is `Matrix.trace_mul_cycle`.

```lean
/-- For a propagator `G` inverse to `D`, the closed loop with one vertex insertion vanishes,
for every gauge function. -/
theorem trace_propagator_vertex {D G : Matrix n n ℂ} (hG : D * G = 1) (α : n → ℝ) :
    (G * vertex D α).trace = 0 := by
  have hG' : G * D = 1 := mul_eq_one_comm.mp hG
  rw [vertex_eq_commutator, Matrix.mul_smul, Matrix.trace_smul, Matrix.mul_sub,
    Matrix.trace_sub, ← Matrix.mul_assoc, ← Matrix.mul_assoc,
    Matrix.trace_mul_cycle G _ D, hG, hG', sub_self, smul_zero]
```

## Contact terms at the ends of the propagator

Between two propagators, each term of the commutator loses one factor of $G$ against $D$:
$$GJG=i(GADG-GDAG)=i(GA-AG).$$
Its entries are
$$(GJG)(x,y)=i(\alpha_y-\alpha_x)G(x,y).$$
The statement `h` in the proof is the matrix equation, and the remaining lines read off the entries. If each site carries several spin components, `n` can label pairs of site and spin, and an $\alpha$ that is equal for all spins at a site describes the rotation there.

```lean
/-- For a propagator `G` inverse to `D`, inserting the vertex between two propagators returns
a single propagator times `i` times the difference of the gauge function at its ends. -/
theorem propagator_vertex_propagator {D G : Matrix n n ℂ} (hG : D * G = 1) (α : n → ℝ)
    (x y : n) :
    (G * vertex D α * G) x y = Complex.I * ((α y : ℂ) - (α x : ℂ)) * G x y := by
  have hG' : G * D = 1 := mul_eq_one_comm.mp hG
  -- each term of the commutator cancels one of the two propagators
  have h : G * vertex D α * G = Complex.I • (G * Matrix.diagonal (fun x => (α x : ℂ))
      - Matrix.diagonal (fun x => (α x : ℂ)) * G) := by
    rw [vertex_eq_commutator, Matrix.mul_smul, Matrix.smul_mul, Matrix.mul_sub,
      Matrix.sub_mul, ← Matrix.mul_assoc G D, hG', Matrix.one_mul, Matrix.mul_assoc G,
      Matrix.mul_assoc _ D G, hG, Matrix.mul_one]
  rw [h, Matrix.smul_apply, Matrix.sub_apply, Matrix.diagonal_mul, Matrix.mul_diagonal,
    smul_eq_mul]
  ring
```

Setting $\alpha_x=\delta_{xz}$ gives
$$(GJ_zG)(x,y)=i(\delta_{zy}-\delta_{zx})G(x,y).$$
The right-hand side vanishes when $z$ is neither end, and also when $x=y$, where the two contact terms cancel.

In words, the theorem takes matrices $D$ and $G$ with $DG=1$ and a site $z$. It states that the determinant is the same for every real $s$, that the loop with one $J_z$ is zero, and that the contact formula holds for all $x$ and $y$. Each `if` expression is a Kronecker delta. The proof collects the three general results and evaluates the gauge function by cases.

```lean
/-- **Lattice Ward-Takahashi identity.** Let `G` be the inverse of `D`. Under a phase rotation
at site `z` the determinant is constant, the loop with one vertex `J_z` vanishes, and
`G J_z G` consists of contact terms at the two ends of the propagator. -/
theorem ward_takahashi {D G : Matrix n n ℂ} (hG : D * G = 1) (z : n) :
    (∀ s : ℝ, (rotated D (site z) s).det = D.det) ∧
    (G * vertex D (site z)).trace = 0 ∧
    ∀ x y, (G * vertex D (site z) * G) x y =
      Complex.I * ((if y = z then 1 else 0) - (if x = z then 1 else 0)) * G x y := by
  refine ⟨det_rotated D (site z), trace_propagator_vertex hG (site z), fun x y => ?_⟩
  rw [propagator_vertex_propagator hG]
  simp only [site, Pi.single_apply]
  split_ifs <;> simp
```

## The site vertex as a divergence of link currents

Summing the two parts of $K_{zb}$ over all sites $b$ gives
$$\sum_b D(z,b)E_{zb}(x,y)=\delta_{xz}D(x,y),\qquad
\sum_b D(b,z)E_{bz}(x,y)=\delta_{yz}D(x,y).$$
Therefore
$$\sum_b K_{zb}(x,y)=i(\delta_{xz}-\delta_{yz})D(x,y)=J_z(x,y).$$
In the tight-binding example $D=E-H$, $K_{zb}$ is the particle current from $b$ into $z$, so with this sign the sum is the net inflow, minus the usual outward divergence. The statements `h1` and `h2` are the two sums, and `h0` is the entry formula for the vertex.

```lean
/-- The vertex of site `z` is the lattice divergence at `z`: the sum of the link vertices
from `z` to all sites. -/
theorem vertex_eq_sum_link (D : Matrix n n ℂ) (z : n) :
    vertex D (site z) = ∑ b, linkVertex D z b := by
  ext x y
  have h0 : vertex D (site z) x y = Complex.I * ((site z x : ℂ) - (site z y : ℂ)) * D x y :=
    (hasDerivAt_rotated D (site z) x y).deriv
  -- hops that end at `z` and hops that start from `z`
  have h1 : ∑ b, Matrix.single z b (D z b) x y = if x = z then D x y else 0 := by
    by_cases h : x = z
    · subst h
      simp [Matrix.single_apply]
    · simp [h, Ne.symm h]
  have h2 : ∑ b, Matrix.single b z (D b z) x y = if y = z then D x y else 0 := by
    by_cases h : y = z
    · subst h
      simp [Matrix.single_apply]
    · simp [h, Ne.symm h]
  rw [h0, Matrix.sum_apply]
  simp only [linkVertex, Matrix.smul_apply, Matrix.sub_apply, smul_eq_mul]
  rw [← Finset.mul_sum, Finset.sum_sub_distrib, h1, h2]
  simp only [site, Pi.single_apply]
  split_ifs <;> push_cast <;> ring
```

Linearity of the trace turns the vanishing loop into a balance of link currents:
$$\sum_b\operatorname{tr}(GK_{zb})=\operatorname{tr}(GJ_z)=0.$$
With the fermion weight above, $\langle\bar\psi K_{zb}\psi\rangle=-\operatorname{tr}(GK_{zb})$, so the expected link currents at each site add up to zero. In a simulation with a fixed background, this sum can be evaluated site by site as a consistency test. A sum that differs from zero by more than the numerical error signals a fault, but a zero sum does not prove the link currents right: a common wrong factor in all of them goes unnoticed.

```lean
/-- For a propagator `G` inverse to `D`, the loops with one link vertex, summed over all links
from a site `z`, add up to zero. -/
theorem sum_link_loops {D G : Matrix n n ℂ} (hG : D * G = 1) (z : n) :
    ∑ b, (G * linkVertex D z b).trace = 0 := by
  rw [← Matrix.trace_sum, ← Finset.mul_sum, ← vertex_eq_sum_link]
  exact trace_propagator_vertex hG (site z)
```

## Two sites with a non-zero contact term

Take
$$D=\begin{pmatrix}2&1\\1&1\end{pmatrix},\qquad G=\begin{pmatrix}1&-1\\-1&2\end{pmatrix},\qquad DG=1.$$
With sites numbered $0$ and $1$ and the rotation at $z=0$, the contact formula gives
$$(GJ_0G)(0,1)=i(0-1)G(0,1)=i(-1)(-1)=i.$$
The proof multiplies out $DG$ entry by entry and then applies the general formula.

```lean
/-- A two-site operator and its explicit propagator, for which the `(0, 1)` entry of `G J G`, with
`J` the vertex of site `0`, equals `i`. -/
theorem ward_takahashi_witness :
    (!![2, 1; 1, 1] : Matrix (Fin 2) (Fin 2) ℂ) * !![1, -1; -1, 2] = 1 ∧
    (!![1, -1; -1, 2] * vertex !![2, 1; 1, 1] (site 0) * !![1, -1; -1, 2] :
      Matrix (Fin 2) (Fin 2) ℂ) 0 1 = Complex.I := by
  have h : (!![2, 1; 1, 1] : Matrix (Fin 2) (Fin 2) ℂ) * !![1, -1; -1, 2] = 1 := by
    ext i j
    fin_cases i <;> fin_cases j <;> norm_num [Matrix.mul_apply, Fin.sum_univ_succ]
  refine ⟨h, ?_⟩
  rw [propagator_vertex_propagator h]
  simp [site]

end

end LatticeWardTakahashi
```

```lean
#print axioms LatticeWardTakahashi.ward_takahashi
-- 'LatticeWardTakahashi.ward_takahashi' depends on axioms: [propext, Classical.choice, Quot.sound]
#print axioms LatticeWardTakahashi.sum_link_loops
-- 'LatticeWardTakahashi.sum_link_loops' depends on axioms: [propext, Classical.choice, Quot.sound]
```
